# A single cyclic step of +2 sums to two but has only one start with positive partial sums

When spin-1/2 particles are coupled one at a time, starting from total spin zero, each particle raises or lowers the total spin quantum number S by 1/2. Recording each change in 2S as a step of ±1 gives a path whose partial sums are the successive values of 2S, so they must stay nonnegative. `large_step_fails` leaves this setting and looks at a cyclic sequence of length one whose only step is +2. A starting position is called good if every nonempty partial sum from it, up to one full cycle, is strictly positive. The theorem states that there is exactly one good start while the steps total two, so the number of good starts need not equal the total once a step larger than +1 is allowed. The attempt tries to show that the set of good starts is all of `range 1`, by arguing that the filter defining it removes nothing, and then to count that set.

This version doesn't compile in Lean 4 with Mathlib:

```lean
import Mathlib

open Finset

namespace LargeStepFails

/-- Sum of `m` successive steps of the cyclic sequence `w 0, …, w (n-1)`, starting at position
`i`. For steps `±1` it is twice the spin reached, as long as the path stays nonnegative.
The domain is `n > 0`. -/
def twoS (n : ℕ) (w : ℕ → ℤ) (i m : ℕ) : ℤ :=
  ∑ k ∈ range m, w ((i + k) % n)

open scoped Classical in
/-- The starting positions, among the `n` cyclic shifts, from which all nonempty partial sums
are strictly positive. -/
noncomputable def goodStarts (n : ℕ) (w : ℕ → ℤ) : Finset ℕ :=
  (range n).filter (fun i => ∀ m ∈ Icc 1 n, 0 < twoS n w i m)

/-- A single step `+2` has total two but only one good starting position, so the count can fail
when a step exceeds `+1`. -/
theorem large_step_fails :
    (goodStarts 1 (fun _ => 2)).card = 1 ∧ ∑ _k ∈ range 1, (2 : ℤ) = 2 := by
  have h : goodStarts 1 (fun _ => 2) = range 1 := by
    unfold goodStarts
    refine filter_true_of_mem fun i _ m hm => ?_
    have hm1 := (mem_Icc.mp hm).1
    simp only [twoS, sum_const, card_range, nsmul_eq_mul]
    omega
  exact ⟨by rw [h, card_range], by simp⟩

end LargeStepFails
```

Compiling this gives:

```
Main.lean:25:11: error: synthesized type class instance is not definitionally equal to expression inferred by typing rules, synthesized
  fun a => decidableDforallFinset
inferred
  fun a => Classical.propDecidable (∀ m ∈ Icc 1 1, 0 < twoS 1 (fun x => 2) a m)
Main.lean:26:4: error: No goals to be solved
```

The change, after which it compiles:

```diff
@@ -22,6 +22,7 @@
     (goodStarts 1 (fun _ => 2)).card = 1 ∧ ∑ _k ∈ range 1, (2 : ℤ) = 2 := by
   have h : goodStarts 1 (fun _ => 2) = range 1 := by
-    unfold goodStarts
-    refine filter_true_of_mem fun i _ m hm => ?_
+    ext i
+    simp only [goodStarts, mem_filter]
+    refine ⟨fun hi => hi.1, fun hi => ⟨hi, fun m hm => ?_⟩⟩
     have hm1 := (mem_Icc.mp hm).1
     simp only [twoS, sum_const, card_range, nsmul_eq_mul]
```

What went wrong. The first error is about how the filter's condition is decided, not about whether it holds. `Finset.filter` carries a decidability instance, and `goodStarts`, defined under `open scoped Classical`, uses `Classical.propDecidable`. When `filter_true_of_mem` is elaborated in the `refine`, Lean synthesizes `decidableDforallFinset` for the same condition, while the goal forces the classical instance. Lean cannot identify the two by definitional unfolding, so the term is rejected.

The second error, "No goals to be solved", is a consequence: Lean's error recovery puts a placeholder in place of the rejected term, which closes the goal and leaves nothing for the next `have`.

The repair uses `ext i` to turn the equality of sets into an equivalence of memberships. `simp only [goodStarts, mem_filter]` then unfolds the definition and rewrites membership in the filter as a conjunction, taking the instance from the goal by matching. The conjunction contains no decidability instance, so the clash is gone. The new `refine` proves one direction by projection and leaves the positivity of the partial sums to the original closing lines.
